# Thermal pressure proportional to thermal energy forces a common Grüneisen parameter when the mode frequencies are distinct

Take finitely many harmonic modes with distinct positive frequencies $w_s$ and mode Grüneisen parameters $\gamma_s=-\,d\ln w_s/d\ln V$, in units where $\hbar=k_B=1$. If there is one number $g$, independent of temperature, such that

$$\sum_s \gamma_s\,\frac{w_s}{e^{w_s/T}-1} \;=\; g\sum_s \frac{w_s}{e^{w_s/T}-1}\qquad\text{for every } T>0,$$

then $\gamma_s=g$ for every $s$. It is enough that the relation holds at temperatures arbitrarily close to zero. When frequencies coincide, the relation fixes only the average of $\gamma_s$ over each degenerate level.

The left side is thermal pressure times volume and the sum on the right is thermal energy, so the hypothesis is the thermal part of the Mie-Grüneisen equation at one fixed volume. The familiar direction is immediate: if all $\gamma_s$ equal $g$, the factor $g$ comes out of the sum. The converse rests on the cold limit, where the softest modes dominate. For quasi-harmonic calculations with finitely many independent modes, it says that an exactly temperature-independent ratio of thermal pressure times volume to thermal energy is a statement about every frequency level separately.

```lean
import Mathlib

open Filter Topology
open scoped Finset

namespace MieGruneisenConverse

noncomputable section
```

## Energy and pressure of the modes

Units are $\hbar=k_B=1$, so frequencies and temperatures are both energies. A mode of frequency $w$ has mean occupation $1/(e^{w/T}-1)$, and its thermal energy is

$$E(w,T)=\frac{w}{e^{w/T}-1}.$$

The zero-point energy $w/2$ is left out, since only the thermal parts of energy and pressure enter.

```lean
/-- Thermal energy of a harmonic mode of frequency `w` at temperature `T`,
in units where the reduced Planck constant and the Boltzmann constant are one. -/
def modeEnergy (w T : ℝ) : ℝ := w / (Real.exp (w / T) - 1)
```

The modes are labelled by a finite type `ι`, and `w : ι → ℝ` assigns a frequency to each label. Two labels may carry the same frequency, which is how degeneracy is represented. The modes do not interact, so the thermal energy of the crystal is $\sum_s E(w_s,T)$.

```lean
variable {ι : Type*} [Fintype ι]

/-- Thermal energy of a crystal with mode frequencies `w`. -/
def thermalEnergy (w : ι → ℝ) (T : ℝ) : ℝ := ∑ s, modeEnergy (w s) T
```

The pressure comes from the thermal free energy $F=\sum_s T\ln(1-e^{-w_s/T})$. Since $\partial F/\partial w_s = 1/(e^{w_s/T}-1)$, and the mode Grüneisen parameter is $\gamma_s=-\,d\ln w_s/d\ln V$,

$$PV=-V\frac{\partial F}{\partial V}=-\sum_s \frac{1}{e^{w_s/T}-1}\,V\frac{dw_s}{dV}=\sum_s\gamma_s\,E(w_s,T).$$

The code takes this last expression as the definition of `thermalPV`. The volume derivative does not appear in it, and `γ` is an arbitrary real function on the mode labels. Frequencies and parameters do not depend on temperature, so explicit anharmonic shifts are not covered.

```lean
/-- Thermal pressure times volume: the mode energies weighted by the mode
Grüneisen parameters `γ`. -/
def thermalPV (γ w : ι → ℝ) (T : ℝ) : ℝ := ∑ s, γ s * modeEnergy (w s) T
```

For $w>0$ and $T>0$ we have $e^{w/T}>1$, so $E(w,T)$ is a quotient of positive numbers. This is what permits division by a mode energy below.

```lean
/-- A mode of positive frequency has positive thermal energy at positive temperature. -/
theorem modeEnergy_pos {w T : ℝ} (hw : 0 < w) (hT : 0 < T) : 0 < modeEnergy w T :=
  div_pos hw (sub_pos.2 (Real.one_lt_exp_iff.2 (div_pos hw hT)))
```

## Harder modes freeze out first

Let $0<a<b$ and write $q=e^{-(b-a)/T}$, which is at most one. Then $q\,e^{b/T}=e^{a/T}$, and therefore

$$q\,(e^{b/T}-1)=e^{a/T}-q\;\ge\;e^{a/T}-1 .$$

Dividing by the positive number $e^{b/T}-1$ and multiplying by $b/a$ gives

$$0<\frac{E(b,T)}{E(a,T)}=\frac{b}{a}\,\frac{e^{a/T}-1}{e^{b/T}-1}\;\le\;\frac{b}{a}\,e^{-(b-a)/T}.$$

As $T\to0^+$ the exponent tends to $-\infty$, so the ratio tends to zero.

In Lean, `𝓝[>] 0` is the filter of positive temperatures approaching zero. The limit of the bound is `hlim`, the inequality for $q$ is `hmain`, and `squeeze_zero'` traps the ratio between zero and the bound.

```lean
/-- On cooling to absolute zero, the thermal energy of a harder mode becomes negligible compared
with that of a softer one of positive frequency. -/
theorem modeEnergy_ratio_tendsto {a b : ℝ} (ha : 0 < a) (hab : a < b) :
    Tendsto (fun T => modeEnergy b T / modeEnergy a T) (𝓝[>] 0) (𝓝 0) := by
  have hb : 0 < b := ha.trans hab
  have hlim : Tendsto (fun T : ℝ => b / a * Real.exp (-((b - a) * T⁻¹)))
      (𝓝[>] 0) (𝓝 0) := by
    have h1 : Tendsto (fun T : ℝ => (b - a) * T⁻¹) (𝓝[>] 0) atTop :=
      tendsto_inv_nhdsGT_zero.const_mul_atTop (sub_pos.2 hab)
    have h2 := (Real.tendsto_exp_neg_atTop_nhds_zero.comp h1).const_mul (b / a)
    rw [mul_zero] at h2
    exact h2
  have hpos : ∀ᶠ T in 𝓝[>] (0 : ℝ), 0 < T := self_mem_nhdsWithin
  refine squeeze_zero' ?_ ?_ hlim
  · filter_upwards [hpos] with T hT
    exact (div_pos (modeEnergy_pos hb hT) (modeEnergy_pos ha hT)).le
  · -- the ratio is bounded by a Boltzmann factor of the frequency gap
    filter_upwards [hpos] with T hT
    rw [div_le_iff₀ (modeEnergy_pos ha hT)]
    have hA : 0 < Real.exp (a / T) - 1 :=
      sub_pos.2 (Real.one_lt_exp_iff.2 (div_pos ha hT))
    have hB : 0 < Real.exp (b / T) - 1 :=
      sub_pos.2 (Real.one_lt_exp_iff.2 (div_pos hb hT))
    have hexp : Real.exp (-((b - a) * T⁻¹)) * Real.exp (b / T) = Real.exp (a / T) := by
      rw [← Real.exp_add]
      congr 1
      ring
    have hle : Real.exp (-((b - a) * T⁻¹)) ≤ 1 :=
      Real.exp_le_one_iff.2 (neg_nonpos.2 (mul_pos (sub_pos.2 hab) (inv_pos.2 hT)).le)
    have key : ∀ q D : ℝ, D ≠ 0 → b / a * q * (a / D) = b * q / D := by
      intro q D hD
      field_simp
    have hmain : Real.exp (a / T) - 1 ≤
        Real.exp (-((b - a) * T⁻¹)) * (Real.exp (b / T) - 1) := by
      rw [mul_sub, hexp]
      linarith
    unfold modeEnergy
    rw [key _ _ hA.ne', div_le_div_iff₀ hB hA, mul_assoc]
    exact mul_le_mul_of_nonneg_left hmain hb.le
```

## Planck energies of distinct frequencies are independent

Let $S$ be a finite set of positive frequencies, and suppose that

$$\sum_{\nu\in S}c_\nu\,E(\nu,T)=0$$

at temperatures arbitrarily close to zero. If $S$ is empty there is nothing to show. Otherwise let $a$ be its lowest frequency and $s$ the set of the others. Division by $E(a,T)$ gives, at those same temperatures,

$$c_a+\sum_{\nu\in s}c_\nu\,\frac{E(\nu,T)}{E(a,T)}=0 .$$

Every ratio in the sum tends to zero on cooling, so the left side tends to $c_a$. If $c_a$ were nonzero, the left side would be nonzero at all sufficiently low temperatures, which contradicts its vanishing at some of them. Hence $c_a=0$. The softest mode drops out of the original relation, and the same argument applies to $s$, until no frequency is left.

The hypothesis `∃ᶠ T in 𝓝[>] (0 : ℝ), ...` says that below every positive temperature there is a smaller positive one at which the relation holds. A sequence of temperatures tending to zero would do. The induction principle `Finset.induction_on_min` builds a finite set by repeatedly adding an element below all those present, which is the removal of the softest mode read backwards. Within the step, `hlim` is the cold limit, `hca` is the contradiction argument, and `hs` passes the shortened relation to the induction hypothesis.

```lean
/-- If a linear combination of Planck energies of distinct positive frequencies vanishes at
temperatures arbitrarily close to zero, then all its coefficients vanish. -/
theorem planck_independent (S : Finset ℝ) (c : ℝ → ℝ) (hS : ∀ ν ∈ S, 0 < ν)
    (h : ∃ᶠ T in 𝓝[>] (0 : ℝ), ∑ ν ∈ S, c ν * modeEnergy ν T = 0) :
    ∀ ν ∈ S, c ν = 0 := by
  revert hS h
  refine Finset.induction_on_min S ?_ ?_
  · intro _ _ ν hν
    simp at hν
  · intro a s has ih hS h
    have ha : 0 < a := hS a (Finset.mem_insert_self a s)
    have hnot : a ∉ s := fun h' => lt_irrefl a (has a h')
    -- relative to the softest mode `a`, all other modes freeze out
    have hlim : Tendsto (fun T => c a + ∑ ν ∈ s, c ν * (modeEnergy ν T / modeEnergy a T))
        (𝓝[>] 0) (𝓝 (c a)) := by
      have h1 : Tendsto (fun T => ∑ ν ∈ s, c ν * (modeEnergy ν T / modeEnergy a T))
          (𝓝[>] 0) (𝓝 (∑ ν ∈ s, c ν * 0)) :=
        tendsto_finsetSum s fun ν hν =>
          (modeEnergy_ratio_tendsto ha (has ν hν)).const_mul (c ν)
      have h2 := h1.const_add (c a)
      simp only [mul_zero, Finset.sum_const_zero, add_zero] at h2
      exact h2
    have hca : c a = 0 := by
      by_contra hne
      have hev : ∀ᶠ T in 𝓝[>] (0 : ℝ),
          c a + ∑ ν ∈ s, c ν * (modeEnergy ν T / modeEnergy a T) ≠ 0 :=
        hlim.eventually (isOpen_ne.mem_nhds hne)
      have hpos : ∀ᶠ T in 𝓝[>] (0 : ℝ), 0 < T := self_mem_nhdsWithin
      obtain ⟨T, ⟨hT0, hTne⟩, hT⟩ := ((h.and_eventually hev).and_eventually hpos).exists
      have hE := (modeEnergy_pos ha hT).ne'
      rw [Finset.sum_insert hnot] at hT0
      apply hTne
      have hdiv : c a + ∑ ν ∈ s, c ν * (modeEnergy ν T / modeEnergy a T) =
          (c a * modeEnergy a T + ∑ ν ∈ s, c ν * modeEnergy ν T) / modeEnergy a T := by
        rw [add_div, mul_div_cancel_right₀ _ hE, Finset.sum_div]
        simp only [mul_div_assoc]
      rw [hdiv, hT0, zero_div]
    -- the softest mode drops out, and the argument repeats for the rest
    have hs : ∀ ν ∈ s, c ν = 0 :=
      ih (fun ν hν => hS ν (Finset.mem_insert_of_mem hν)) (h.mono fun T hT => by
        rw [Finset.sum_insert hnot, hca, zero_mul, zero_add] at hT
        exact hT)
    intro ν hν
    rcases Finset.mem_insert.1 hν with h' | h'
    · rw [h', hca]
    · exact hs ν h'
```

## Collecting the deviation level by level

Subtracting the two sides of the Mie-Grüneisen relation gives a sum over modes,

$$\sum_s\gamma_s E(w_s,T)-g\sum_s E(w_s,T)=\sum_s(\gamma_s-g)\,E(w_s,T).$$

Modes of equal frequency have equal energy, so they can be grouped:

$$\sum_s(\gamma_s-g)\,E(w_s,T)=\sum_{\nu}\Big(\sum_{s:\,w_s=\nu}(\gamma_s-g)\Big)E(\nu,T),$$

where $\nu$ runs over the different frequencies that occur. The right side is a combination of Planck energies of distinct frequencies, as the independence result requires.

The set of occurring frequencies is `Finset.univ.image w`, in which repeated values are merged. The regrouping is `Finset.sum_fiberwise_of_maps_to`, and the first step of the `calc` block is the subtraction. The identity needs no assumption on the sign of the frequencies or of the temperature.

```lean
/-- The deviation from the Mie-Grüneisen equation, collected frequency by frequency. -/
theorem deviation_by_level (γ w : ι → ℝ) (g T : ℝ) :
    thermalPV γ w T - g * thermalEnergy w T =
      ∑ ν ∈ Finset.univ.image w, (∑ s with w s = ν, (γ s - g)) * modeEnergy ν T := by
  have h := Finset.sum_fiberwise_of_maps_to (s := Finset.univ) (t := Finset.univ.image w)
    (g := w) (fun s _ => Finset.mem_image_of_mem w (Finset.mem_univ s))
    (fun s => (γ s - g) * modeEnergy (w s) T)
  calc thermalPV γ w T - g * thermalEnergy w T
      = ∑ s, (γ s - g) * modeEnergy (w s) T := by
        unfold thermalPV thermalEnergy
        rw [Finset.mul_sum, ← Finset.sum_sub_distrib]
        exact Finset.sum_congr rfl fun s _ => by ring
    _ = _ := by
        rw [← h]
        refine Finset.sum_congr rfl fun ν _ => ?_
        rw [Finset.sum_mul]
        refine Finset.sum_congr rfl fun s hs => ?_
        rw [(Finset.mem_filter.1 hs).2]
```

If the relation holds at temperatures arbitrarily close to zero, the grouped sum vanishes there, and every coefficient must be zero. For the level that contains mode $r$, with $n_r$ modes in it, this reads

$$\sum_{s:\,w_s=w_r}(\gamma_s-g)=0,\qquad\text{that is,}\qquad \sum_{s:\,w_s=w_r}\gamma_s=g\,n_r .$$

The average parameter in each level is therefore $g$. In the code $n_r$ is `#{s : ι | w s = w r}`, and the independence theorem is applied with the summed deviation of each level as its coefficient.

```lean
/-- For positive frequencies, if the Mie-Grüneisen equation holds at temperatures arbitrarily close
to zero, then in each level of equal frequency the mode parameters sum to `g` times the number of
modes. -/
theorem level_sum_of_cold {γ w : ι → ℝ} {g : ℝ} (hw : ∀ s, 0 < w s)
    (h : ∃ᶠ T in 𝓝[>] (0 : ℝ), thermalPV γ w T = g * thermalEnergy w T) (r : ι) :
    ∑ s with w s = w r, γ s = g * (#{s : ι | w s = w r} : ℝ) := by
  have h0 := planck_independent (Finset.univ.image w)
    (fun ν => ∑ s with w s = ν, (γ s - g))
    (fun ν hν => by
      obtain ⟨s, _, rfl⟩ := Finset.mem_image.1 hν
      exact hw s)
    (h.mono fun T hT => by
      rw [← deviation_by_level, hT, sub_self])
    (w r) (Finset.mem_image_of_mem w (Finset.mem_univ r))
  simp only [Finset.sum_sub_distrib, Finset.sum_const, nsmul_eq_mul] at h0
  linarith
```

The level condition is also sufficient. If it holds for every $r$, each coefficient in the grouped sum is $g\,n_r-n_r\,g=0$, and the deviation vanishes at every temperature. For positive frequencies, the Mie-Grüneisen relation at all $T>0$ is thus equivalent to the average of $\gamma_s$ being $g$ in every level.

This equivalence is the form suited to crystals, where modes at opposite wavevectors share a frequency and symmetry can produce further degeneracies. Modes that stay degenerate with one another as the volume changes have equal parameters, so if all the modes of a level stay together in this way, the condition still gives $\gamma_s=g$ for each of them. The positivity assumption `hw` excludes the uniform translations of the lattice, which have zero frequency. Unstable modes with imaginary frequency are excluded already because `w` takes real values.

In the forward direction of the proof, a relation true at all positive temperatures is in particular true arbitrarily close to zero, so the preceding theorem applies. The backward direction shows that the grouped sum vanishes term by term.

```lean
/-- For positive frequencies, the Mie-Grüneisen equation holds at all positive temperatures exactly
when, in each level of equal frequency, the mode parameters sum to `g` times the number of modes. -/
theorem mieGruneisen_iff_level_sum {γ w : ι → ℝ} {g : ℝ} (hw : ∀ s, 0 < w s) :
    (∀ T, 0 < T → thermalPV γ w T = g * thermalEnergy w T) ↔
      ∀ r, ∑ s with w s = w r, γ s = g * (#{s : ι | w s = w r} : ℝ) := by
  constructor
  · intro h
    have hev : ∀ᶠ T in 𝓝[>] (0 : ℝ), thermalPV γ w T = g * thermalEnergy w T := by
      filter_upwards [self_mem_nhdsWithin] with T hT using h T hT
    exact level_sum_of_cold hw hev.frequently
  · intro h T _
    rw [← sub_eq_zero, deviation_by_level]
    refine Finset.sum_eq_zero fun ν hν => ?_
    obtain ⟨r, _, rfl⟩ := Finset.mem_image.1 hν
    have hr := h r
    rw [Finset.sum_sub_distrib, Finset.sum_const, nsmul_eq_mul, hr]
    ring
```

## Distinct frequencies give one parameter

If all frequencies are distinct, the level containing mode $r$ contains only $r$, so $n_r=1$ and the level condition becomes $\gamma_r=g$.

Distinctness is `Function.Injective w`: different labels have different frequencies. The step `hone` identifies the level with the one-element set `{r}`, and the sum over it reduces to a single term. The relation is assumed only at temperatures arbitrarily close to zero.

```lean
/-- For distinct positive frequencies, if thermal pressure times volume is `g` times thermal
energy at temperatures arbitrarily close to zero, every mode parameter equals `g`. -/
theorem common_parameter_of_cold {γ w : ι → ℝ} {g : ℝ} (hw : ∀ s, 0 < w s)
    (hinj : Function.Injective w)
    (h : ∃ᶠ T in 𝓝[>] (0 : ℝ), thermalPV γ w T = g * thermalEnergy w T) (r : ι) :
    γ r = g := by
  have hr := level_sum_of_cold hw h r
  -- each level contains a single mode
  have hone : (Finset.univ.filter fun s => w s = w r) = {r} := by
    ext s
    simp [hinj.eq_iff]
  rw [hone] at hr
  simpa using hr
```

The version stated at the start assumes the relation at every positive temperature and follows at once. In both versions `g` is fixed before the temperature is chosen. If $g$ could vary with $T$, the relation would merely define it as the energy-weighted average of the mode parameters, and it would say nothing about the individual modes.

The theorem concerns exact equality. How far the parameters may spread when the proportionality holds only approximately is a separate question. At temperatures far above all mode frequencies every mode energy is close to $T$, so the ratio is close to the plain average of the $\gamma_s$ whatever their spread.

```lean
/-- For distinct positive frequencies, if thermal pressure times volume is `g` times thermal
energy at every positive temperature, every mode parameter equals `g`. -/
theorem common_parameter {γ w : ι → ℝ} {g : ℝ} (hw : ∀ s, 0 < w s)
    (hinj : Function.Injective w)
    (h : ∀ T, 0 < T → thermalPV γ w T = g * thermalEnergy w T) (r : ι) : γ r = g := by
  have hev : ∀ᶠ T in 𝓝[>] (0 : ℝ), thermalPV γ w T = g * thermalEnergy w T := by
    filter_upwards [self_mem_nhdsWithin] with T hT using h T hT
  exact common_parameter_of_cold hw hinj hev.frequently r
```

## A degenerate pair can hide a spread

Distinctness matters already for two modes. Give both the frequency $\nu$, and let their parameters be $g+\delta$ and $g-\delta$. Then

$$(g+\delta)\,E(\nu,T)+(g-\delta)\,E(\nu,T)=2g\,E(\nu,T)=g\,\big(E(\nu,T)+E(\nu,T)\big).$$

The relation holds at every temperature, although for $\delta\neq0$ neither parameter equals $g$. Physically, the two frequencies meet at this volume and separate under compression, but here the modes are equally excited and their deviations cancel in the pressure.

The vectors `![g + δ, g - δ]` and `![ν, ν]` list the parameters and frequencies of the two modes. After the two-term sums are expanded, `ring` verifies the identity.

```lean
/-- Two modes of equal frequency with parameters `g + δ` and `g - δ` satisfy the
Mie-Grüneisen equation with parameter `g`. -/
theorem degenerate_pair (g δ ν T : ℝ) :
    thermalPV ![g + δ, g - δ] ![ν, ν] T = g * thermalEnergy ![ν, ν] T := by
  simp only [thermalPV, thermalEnergy, Fin.sum_univ_two, Matrix.cons_val_zero,
    Matrix.cons_val_one]
  ring

end

end MieGruneisenConverse
```

```lean
#print axioms MieGruneisenConverse.mieGruneisen_iff_level_sum
#print axioms MieGruneisenConverse.common_parameter
#print axioms MieGruneisenConverse.degenerate_pair
```

```
'MieGruneisenConverse.mieGruneisen_iff_level_sum' depends on axioms: [propext, Classical.choice, Quot.sound]
'MieGruneisenConverse.common_parameter' depends on axioms: [propext, Classical.choice, Quot.sound]
'MieGruneisenConverse.degenerate_pair' depends on axioms: [propext, Classical.choice, Quot.sound]
```
